# With a sink at one site, the mean reaction time is the mean arrival time plus 1/k_NA

To scan an electron-transfer rate over the electronic coupling, put the solvent coordinate on a grid, compute the stationary distribution and the mean arrival times at the crossing site once, and obtain the rate for every sink strength from a formula. The rate here is the inverse of the average reaction time when the starting site is drawn from the stationary distribution of the hopping without the sink. The formula is derived for one-way transfer from a single site of a finite hopping model whose hopping rates do not depend on the coupling.

## Arrival, then reaction

Let L_ij ≥ 0 be the hopping rate from site i to site j ≠ i. Each row of L sums to zero, and every site can be reached from every other. Let p be a positive stationary distribution: Σ_i p_i = 1 and Σ_i p_i L_ij = 0. At site o the electron transfers with rate κ > 0, which in a golden-rule model grows as the square of the coupling. The mean arrival time h_i at o and the mean reaction time u_i, both starting from i, obey

h_o = 0, (L h)_i = −1 for i ≠ o

(L u)_i − κ δ_io u_i = −1 for all i.

Write k_NA = κ p_o for the nonadiabatic rate. Given h, the claim is that u = h + 1/k_NA is the only solution.

Suppose (L v)_i = −1 for all i ≠ o. Stationarity gives

0 = Σ_i p_i (L v)_i = p_o (L v)_o − (1 − p_o),

so (L v)_o + 1 = 1/p_o. This holds for v = h. Since L annihilates constants, u = h + c satisfies the sink equation away from o for any c. At o it requires κ c = 1/p_o, hence c = 1/k_NA.

For uniqueness, let u be any solution. The same balance gives (L u)_o = (L h)_o, so w = u − h satisfies L w = 0. Zero row sums give

(L w)_i = Σ_j L_ij (w_j − w_i).

At a minimum of w every term is non-negative and the sum is zero, so each site reached by a positive rate has the same value. Following paths, w is constant. At o, κ u_o = (L u)_o + 1 = 1/p_o, so the constant is 1/k_NA.

Finally, h cannot have its minimum at i ≠ o, where (L h)_i would be non-negative instead of −1. Thus h ≥ 0, and τ = Σ_i p_i h_i ≥ 0. Averaging u gives

Σ_i p_i u_i = τ + 1/k_NA > 0

1 / Σ_i p_i u_i = k_NA / (1 + k_NA τ).

This is the form of Zusman's rate when back transfer is neglected. In his theory the solvent coordinate diffuses in parabolic wells; here τ is computed from whatever hopping matrix L is supplied.

## The hopping model and its two backward equations

Sites form a finite type `n`.

In Lean 4 with Mathlib:

```lean
import Mathlib

open Matrix Relation

namespace ZusmanRate

variable {n : Type*} [Fintype n]
```

`ReflTransGen` expresses a path of positive rates, possibly of length zero.

```lean
/-- A generator of hopping between finitely many sites: non-negative rates `L i j` from `i` to `j`,
zero row sums, and a path of positive rates from every site to every other. -/
structure IsIrreducibleGenerator (L : Matrix n n ℝ) : Prop where
  rate_nonneg : ∀ i j, i ≠ j → 0 ≤ L i j
  row_sum : ∀ i, ∑ j, L i j = 0
  connected : ∀ i j, ReflTransGen (fun a b => 0 < L a b) i j
```

The product `p ᵥ* L` sums over the starting site, while `L *ᵥ v` acts on functions of it.

```lean
/-- A positive, normalised distribution that the hopping dynamics leaves unchanged. -/
structure IsStationary (L : Matrix n n ℝ) (p : n → ℝ) : Prop where
  pos : ∀ i, 0 < p i
  sum_one : ∑ i, p i = 1
  balance : p ᵥ* L = 0
```

The times are specified by their backward equations, not constructed from random trajectories. The existence of `h` and `p` is assumed.

```lean
/-- The backward equation for the mean time `h i` to arrive at site `o` from site `i`. -/
def IsArrivalTime (L : Matrix n n ℝ) (o : n) (h : n → ℝ) : Prop :=
  h o = 0 ∧ ∀ i, i ≠ o → (L *ᵥ h) i = -1
```

The sink subtracts κ from one diagonal entry. There is no back transfer.

```lean
/-- The generator with a reactive sink of strength `κ` at site `o`. -/
def sinkGenerator [DecidableEq n] (L : Matrix n n ℝ) (κ : ℝ) (o : n) : Matrix n n ℝ :=
  L - Matrix.diagonal (Pi.single o κ)

/-- The backward equation for the mean time `u i` to react when starting from site `i`. -/
def IsReactionTime [DecidableEq n] (L : Matrix n n ℝ) (κ : ℝ) (o : n) (u : n → ℝ) : Prop :=
  ∀ i, (sinkGenerator L κ o *ᵥ u) i = -1

/-- The nonadiabatic rate: sink strength times stationary population of the sink site. -/
def kNA (κ : ℝ) (p : n → ℝ) (o : n) : ℝ := κ * p o
```

## Minimum arguments and flux balance

The first lemma is the difference formula; the second gives the sign of its terms at a minimum.

```lean
/-- The generator acts on a function of the site through differences between sites. -/
theorem generator_apply {L : Matrix n n ℝ} (hL : IsIrreducibleGenerator L) (v : n → ℝ) (i : n) :
    (L *ᵥ v) i = ∑ j, L i j * (v j - v i) := by
  simp only [Matrix.mulVec, dotProduct, mul_sub, Finset.sum_sub_distrib, ← Finset.sum_mul,
    hL.row_sum, zero_mul, sub_zero]

/-- At a site where `v` is minimal, every term of the generator's action on `v` is
non-negative. -/
theorem term_nonneg_of_min {L : Matrix n n ℝ} (hL : IsIrreducibleGenerator L) {v : n → ℝ} {i : n}
    (hi : ∀ j, v i ≤ v j) (j : n) : 0 ≤ L i j * (v j - v i) := by
  by_cases hij : i = j
  · subst hij
    simp
  · exact mul_nonneg (hL.rate_nonneg i j hij) (sub_nonneg.2 (hi j))
```

Non-negativity of h follows by placing its minimum at `o`.

```lean
/-- Mean arrival times are non-negative. -/
theorem arrivalTime_nonneg {L : Matrix n n ℝ} (hL : IsIrreducibleGenerator L) {o : n} {h : n → ℝ}
    (hh : IsArrivalTime L o h) (i : n) : 0 ≤ h i := by
  have : Nonempty n := ⟨o⟩
  obtain ⟨m, hm⟩ := Finite.exists_min h
  -- the minimum can only sit at the target site
  have hmo : m = o := by
    by_contra hne
    have h1 := hh.2 m hne
    rw [generator_apply hL] at h1
    have h2 : 0 ≤ ∑ j, L m j * (h j - h m) :=
      Finset.sum_nonneg (fun j _ => term_nonneg_of_min hL hm j)
    linarith
  have h3 := hm i
  rw [hmo, hh.1] at h3
  exact h3
```

For L v = 0, induction along a path carries the minimal value from site to site.

```lean
/-- A function annihilated by an irreducible generator has the same value at all sites. -/
theorem harmonic_const {L : Matrix n n ℝ} (hL : IsIrreducibleGenerator L) {v : n → ℝ}
    (hv : L *ᵥ v = 0) (i j : n) : v i = v j := by
  have : Nonempty n := ⟨i⟩
  obtain ⟨m, hm⟩ := Finite.exists_min v
  -- the minimal value spreads along every path of positive rates
  have spread : ∀ k, v k = v m := by
    intro k
    have hk := hL.connected m k
    induction hk with
    | refl => rfl
    | @tail b c _ hbc ih =>
      have hb : ∀ j, v b ≤ v j := fun j => ih ▸ hm j
      have hs := congrFun hv b
      rw [generator_apply hL, Pi.zero_apply] at hs
      have ht := (Finset.sum_eq_zero_iff_of_nonneg
        (fun j _ => term_nonneg_of_min hL hb j)).1 hs c (Finset.mem_univ c)
      have hd := (mul_eq_zero.1 ht).resolve_left hbc.ne'
      linarith
  exact (spread i).trans (spread j).symm
```

Stationarity then fixes the remaining component of L v.

```lean
/-- If `L v = -1` away from site `o`, stationarity fixes the value of `L v` at `o`. -/
theorem flux_balance {L : Matrix n n ℝ} {p : n → ℝ} (hp : IsStationary L p) {o : n} {v : n → ℝ}
    (hv : ∀ i, i ≠ o → (L *ᵥ v) i = -1) : p o * ((L *ᵥ v) o + 1) = 1 := by
  have h1 : ∑ i, p i * (L *ᵥ v) i = 0 := by
    change p ⬝ᵥ (L *ᵥ v) = 0
    rw [Matrix.dotProduct_mulVec, hp.balance, zero_dotProduct]
  have h2 : ∑ i, p i * ((L *ᵥ v) i + 1) = p o * ((L *ᵥ v) o + 1) :=
    Finset.sum_eq_single o (fun i _ hi => by rw [hv i hi]; ring)
      (fun ho => absurd (Finset.mem_univ o) ho)
  rw [← h2]
  simp only [mul_add, mul_one, Finset.sum_add_distrib, h1, hp.sum_one, zero_add]
```

## The constant shift and the rate

The equivalence contains both existence and uniqueness of u, given h. Its forward direction applies flux balance to u and h, then `harmonic_const` to their difference; the reverse direction substitutes the shifted function.

```lean
variable [DecidableEq n]

/-- For a sink of positive strength, the mean reaction time is the mean arrival time at the sink
plus the constant `1 / kNA`, and the backward equation has no other solution. -/
theorem reactionTime_iff {L : Matrix n n ℝ} (hL : IsIrreducibleGenerator L) {p : n → ℝ}
    (hp : IsStationary L p) {κ : ℝ} (hκ : 0 < κ) {o : n} {h : n → ℝ}
    (hh : IsArrivalTime L o h) (u : n → ℝ) :
    IsReactionTime L κ o u ↔ u = fun i => h i + 1 / kNA κ p o := by
  have hpo := hp.pos o
  have hk : kNA κ p o ≠ 0 := (mul_pos hκ hpo).ne'
  have hf := flux_balance hp hh.2
  have hsink : ∀ (v : n → ℝ) (i : n), (sinkGenerator L κ o *ᵥ v) i
      = (L *ᵥ v) i - (Pi.single o κ : n → ℝ) i * v i := fun v i => by
    rw [sinkGenerator, Matrix.sub_mulVec, Pi.sub_apply, Matrix.mulVec_diagonal]
  constructor
  · intro hu
    have hu' : ∀ i, i ≠ o → (L *ᵥ u) i = -1 := fun i hi => by
      have h1 := hu i
      rwa [hsink, Pi.single_eq_of_ne hi, zero_mul, sub_zero] at h1
    have hfu := flux_balance hp hu'
    have hLo := mul_left_cancel₀ hpo.ne' (hfu.trans hf.symm)
    -- the difference of the two times is harmonic, hence constant
    have hz : L *ᵥ (u - h) = 0 := by
      funext i
      rw [Matrix.mulVec_sub, Pi.sub_apply, Pi.zero_apply]
      by_cases hi : i = o
      · rw [hi]
        linarith
      · rw [hu' i hi, hh.2 i hi, sub_self]
    have huo : u o = 1 / kNA κ p o := by
      have h1 := hu o
      rw [hsink, Pi.single_eq_same] at h1
      rw [eq_div_iff hk, kNA]
      linear_combination hfu - p o * h1
    funext i
    have h2 := harmonic_const hL hz i o
    rw [Pi.sub_apply, Pi.sub_apply, hh.1, huo] at h2
    linarith
  · rintro rfl i
    have hshift : (L *ᵥ (fun i => h i + 1 / kNA κ p o)) i = (L *ᵥ h) i := by
      rw [generator_apply hL, generator_apply hL]
      exact Finset.sum_congr rfl (fun j _ => by ring)
    rw [hsink, hshift]
    by_cases hi : i = o
    · subst hi
      have h3 : (L *ᵥ h) i + 1 = 1 / p i := by
        rw [eq_div_iff hpo.ne']
        linarith
      have h4 : κ * (1 / kNA κ p i) = 1 / p i := by
        unfold kNA
        field_simp
      rw [Pi.single_eq_same, hh.1, zero_add, h4]
      linarith
    · rw [Pi.single_eq_of_ne hi, hh.2 i hi]
      ring
```

The rate here means the inverse of the stationary average of u. The proof averages the shift and uses h ≥ 0 to keep the denominator positive.

```lean
/-- Zusman's form: for a sink of positive strength, the stationary average of the mean reaction
time is positive, and its inverse is `kNA / (1 + kNA τ)` with `τ` the stationary average of the
mean arrival time at the sink. -/
theorem zusman_rate {L : Matrix n n ℝ} (hL : IsIrreducibleGenerator L) {p : n → ℝ}
    (hp : IsStationary L p) {κ : ℝ} (hκ : 0 < κ) {o : n} {h u : n → ℝ}
    (hh : IsArrivalTime L o h) (hu : IsReactionTime L κ o u) :
    0 < p ⬝ᵥ u ∧ 1 / (p ⬝ᵥ u) = kNA κ p o / (1 + kNA κ p o * (p ⬝ᵥ h)) := by
  have hk : 0 < kNA κ p o := mul_pos hκ (hp.pos o)
  have hτ : 0 ≤ p ⬝ᵥ h :=
    Finset.sum_nonneg (fun i _ => mul_nonneg (hp.pos i).le (arrivalTime_nonneg hL hh i))
  -- average the solution over the stationary distribution
  have havg : p ⬝ᵥ u = p ⬝ᵥ h + 1 / kNA κ p o := by
    rw [(reactionTime_iff hL hp hκ hh u).1 hu]
    simp only [dotProduct, mul_add, Finset.sum_add_distrib, ← Finset.sum_mul, hp.sum_one,
      one_mul]
  have hpos : 0 < p ⬝ᵥ u := by
    rw [havg]
    positivity
  refine ⟨hpos, ?_⟩
  have hden : 0 < 1 + kNA κ p o * (p ⬝ᵥ h) := by positivity
  have hone := mul_one_div_cancel hk.ne'
  rw [div_eq_div_iff hpos.ne' hden.ne', havg]
  linear_combination -hone
```

Two exchanging sites give an explicit example, with τ = a / (b(a + b)).

```lean
/-- Two sites exchanging with positive rates `a` and `b` form an irreducible generator, with
explicit stationary distribution and mean arrival times at site `0`. -/
theorem two_site_witness {a b : ℝ} (ha : 0 < a) (hb : 0 < b) :
    IsIrreducibleGenerator !![-a, a; b, -b] ∧
      IsStationary !![-a, a; b, -b] ![b / (a + b), a / (a + b)] ∧
      IsArrivalTime !![-a, a; b, -b] 0 ![0, 1 / b] := by
  have hab : 0 < a + b := add_pos ha hb
  refine ⟨⟨?_, ?_, ?_⟩, ⟨?_, ?_, ?_⟩, ?_, ?_⟩
  · simp [Fin.forall_fin_two, ha.le, hb.le]
  · simp [Fin.forall_fin_two, Fin.sum_univ_two]
  · exact Fin.forall_fin_two.2
      ⟨Fin.forall_fin_two.2 ⟨.refl, .single (by simpa using ha)⟩,
        Fin.forall_fin_two.2 ⟨.single (by simpa using hb), .refl⟩⟩
  · exact Fin.forall_fin_two.2 ⟨div_pos hb hab, div_pos ha hab⟩
  · rw [Fin.sum_univ_two]
    change b / (a + b) + a / (a + b) = 1
    rw [← add_div, add_comm b a, div_self hab.ne']
  · funext j
    fin_cases j <;> simp [Matrix.vecMul, dotProduct, Fin.sum_univ_two] <;> ring
  · rfl
  · intro i hi
    have h1 : i = 1 := by omega
    subst h1
    simp [Matrix.mulVec, dotProduct, Fin.sum_univ_two, hb.ne']

end ZusmanRate
```

```lean
#print axioms ZusmanRate.reactionTime_iff
#print axioms ZusmanRate.zusman_rate
```

```
'ZusmanRate.reactionTime_iff' depends on axioms: [propext, Classical.choice, Quot.sound]
'ZusmanRate.zusman_rate' depends on axioms: [propext, Classical.choice, Quot.sound]
```

## A non-stationary p, and the calculation in code

Stationarity of p matters. Take two sites with both rates 1, o = 0 and κ = 1. Then h = (0, 1) and u = (2, 3), a shift of 2 = 1/(κ · 1/2). The non-stationary choice p = (3/4, 1/4) would predict a shift of 4/3, which fails the sink equation at site 0.

In code, delete row and column o from L, solve the reduced system with right-hand side −1, and set h_o = 0. Compute τ with the stationary p, then evaluate k_NA / (1 + k_NA τ) for each κ. A direct solve with the sink at one value of κ checks the implementation.
